# Noninteracting leads restore full charge transmission through a clean Luttinger wire

Send a plasmon pulse of unit charge from a noninteracting lead into an interacting wire, with a second noninteracting lead at the far end. How much charge gets through? Take a wire with Luttinger parameter K = 1/2, which means repulsion; K = 1 is the noninteracting value.

At the entrance 1/3 of the charge is reflected and 2/3 enters. At the far end 8/9 leaves and a pulse of charge −2/9 turns back. At the entrance this sends −8/27 into the left lead and 2/27 back into the wire, of which 8/81 comes out on the right. The first two transmitted pulses already carry

8/9 + 8/81 = 80/81.

Later pulses supply the missing 1/81, and the reflected pulses 1/3, −8/27, … add up to zero.

## Matching charge at a junction

Let a pulse of charge i travel from a medium with parameter K₁ to one with K₂. Call the reflected charge s and the transmitted charge t. Charge conservation gives

i − s = t.

The second condition concerns the potential conjugate to the density, which for a plasmon is proportional to (v/K)ρ, with v the velocity and ρ the charge density. Integrated over the passage of a pulse, vρ gives its charge, so v drops out. At a sharp junction that does not backscatter electrons between the Fermi points, this potential is continuous. The plasmon can still be reflected, and incident and reflected densities add:

(i + s)/K₁ = t/K₂.

Substituting t = i − s gives K₂(i + s) = K₁(i − s), hence

s = (K₁ − K₂)/(K₁ + K₂) · i,  t = 2K₂/(K₁ + K₂) · i.

The coefficient of s is a ratio of charges, not a probability, and can be negative. Its modulus is below 1 when K₁ and K₂ are positive.

## Summing the round trips

Let the leads have parameters K₁ and K₂ and the wire K, all positive. Put

a = (K₁ − K)/(K₁ + K),  b = (K − K₂)/(K + K₂).

A charge w₀ = 1 − a enters the wire. On round trip j, the right-moving pulse wⱼ produces a left-moving pulse uⱼ = b wⱼ. At the left junction the coefficient from inside is −a, so wⱼ₊₁ = −ab wⱼ. The pulses leaving to the right and left are therefore

Tⱼ = (1 − a)(1 − b)(−ab)ʲ,
Rⱼ = (1 − a)(1 + a) b (−ab)ʲ.

Since |ab| < 1, both geometric series converge. With

1 + ab = 2K(K₁ + K₂)/((K₁ + K)(K + K₂)),

the transmitted total is

(1 − a)(1 − b)/(1 + ab) = 2K₂/(K₁ + K₂).

The later reflected pulses sum to

(1 − a²)b/(1 + ab) = (a + b)/(1 + ab) − a = (K₁ − K₂)/(K₁ + K₂) − a.

Adding the prompt reflection a leaves the reflection of a direct junction between the leads. The wire parameter K has disappeared.

For K₁ = K₂ = 1, write r = (1 − K)/(1 + K). Then a = r, b = −r, and

Tⱼ = (1 − r²)r²ʲ = r²ʲ − r²⁽ʲ⁺¹⁾,
Rⱼ = −r(1 − r²)r²ʲ.

The first n transmitted pulses telescope to 1 − r²ⁿ, which tends to 1. The reflected pulses after the first sum to −r and cancel the prompt r. At K = 1 we have r = 0, and the first transmitted pulse carries everything.

## From transmitted charge to conductance

A voltage V on a noninteracting lead with a single spinless channel injects a current (e²/h)V. If a steady current is a superposition of pulses, full transmission gives the dc conductance e²/h. This last step, from pulse charges to a measured conductance, is a physical argument added to the theorems.

For this clean, linear model with sharp junctions, the dc conductance thus does not reveal K. A time-dependent simulation of the same model that records only the first n transmitted pulses misses a charge r²ⁿ.

## The result as stated in Lean

`refl K₁ K₂` is the charge reflection coefficient, and `Junction K₁ K₂ i s t` holds the two matching conditions. `PulseTrain` applies them to the entry of a unit charge and to every later collision. Its `R₀` is the prompt reflection; `T j` and `R j` are signed pulse charges, not transmission and reflection probabilities, and `u j` is a pulse, not a velocity.

The main theorem, `unit_dc_transmission`, takes `0 < K`, a pulse train with both lead parameters equal to 1, and r as above. It gives the finite sums for every n, including the empty sum at n = 0. `HasSum T 1` says that the transmitted series converges to 1, and `HasSum R (-r)` gives the sum of the later reflections.

The matching conditions are assumed, not derived from a Hamiltonian. Arrival times, pulse shapes, impurities and dissipation do not enter.

Positivity of K matters for convergence. With the unphysical value K = −1/2 the matching conditions can still be solved, but r = 3 and the transmitted pulses are −8, −72, …, whose partial sums 1 − 9ⁿ diverge. Requiring only K ≠ 0 and K ≠ −1 is therefore not enough.

```lean
import Mathlib

open Finset

namespace PlasmonPulses

noncomputable section

/-- Charge reflection coefficient for a plasmon pulse going from a medium with Luttinger
parameter `K₁` to one with parameter `K₂`, for `K₁ + K₂ ≠ 0`. -/
def refl (K₁ K₂ : ℝ) : ℝ := (K₁ - K₂) / (K₁ + K₂)

/-- Matching at a junction, for nonzero Luttinger parameters: an incident pulse of charge `i`
splits into a reflected charge `s` and a transmitted charge `t`. Charge is conserved, and the
time-integrated plasmon potential, proportional to charge over `K`, is continuous. -/
structure Junction (K₁ K₂ i s t : ℝ) : Prop where
  charge : i - s = t
  potential : (i + s) / K₁ = t / K₂

/-- A pulse of unit charge hits a wire (parameter `K`) between leads `K₁` and `K₂`, all nonzero.
`R₀` is reflected at once; `w j` and `u j` are the right- and left-moving pulses in the wire
on round trip `j`; `T j` leaves to the right and `R j` to the left. -/
structure PulseTrain (K₁ K K₂ R₀ : ℝ) (w u T R : ℕ → ℝ) : Prop where
  entry : Junction K₁ K 1 R₀ (w 0)
  right : ∀ j, Junction K K₂ (w j) (u j) (T j)
  left : ∀ j, Junction K K₁ (u j) (w (j + 1)) (R j)

/-- Reversing the direction of incidence changes the sign of the reflection coefficient. -/
theorem refl_swap (K₁ K₂ : ℝ) : refl K₂ K₁ = -refl K₁ K₂ := by
  unfold refl
  rw [← neg_div, neg_sub, add_comm K₂ K₁]

/-- Between media with positive Luttinger parameters, reflection is never total. -/
theorem abs_refl_lt_one {K₁ K₂ : ℝ} (h₁ : 0 < K₁) (h₂ : 0 < K₂) :
    |refl K₁ K₂| < 1 := by
  have h : 0 < K₁ + K₂ := add_pos h₁ h₂
  unfold refl
  rw [abs_lt]
  constructor
  · rw [lt_div_iff₀ h]
    linarith
  · rw [div_lt_iff₀ h]
    linarith

/-- For positive Luttinger parameters, the matching conditions hold exactly when the fraction
`refl K₁ K₂` of the incident charge is reflected and the rest is transmitted. -/
theorem junction_iff {K₁ K₂ i s t : ℝ} (h₁ : 0 < K₁) (h₂ : 0 < K₂) :
    Junction K₁ K₂ i s t ↔ s = refl K₁ K₂ * i ∧ t = (1 - refl K₁ K₂) * i := by
  have hne : K₁ + K₂ ≠ 0 := (add_pos h₁ h₂).ne'
  have hr : refl K₁ K₂ * (K₁ + K₂) = K₁ - K₂ := div_mul_cancel₀ _ hne
  constructor
  · rintro ⟨h, h'⟩
    rw [div_eq_div_iff h₁.ne' h₂.ne'] at h'
    have hs : s = refl K₁ K₂ * i := by
      apply mul_right_cancel₀ hne
      linear_combination h' - K₁ * h - i * hr
    exact ⟨hs, by linear_combination -h - hs⟩
  · rintro ⟨hs, ht⟩
    refine ⟨by rw [hs, ht]; ring, ?_⟩
    rw [div_eq_div_iff h₁.ne' h₂.ne', hs, ht]
    linear_combination i * hr

variable {K₁ K K₂ R₀ : ℝ} {w u T R : ℕ → ℝ}

/-- For positive Luttinger parameters, the pulses leaving the wire on either side form geometric
sequences, whose ratio is the product of the two internal reflection coefficients. -/
theorem pulse_charges (h₁ : 0 < K₁) (h : 0 < K) (h₂ : 0 < K₂)
    (P : PulseTrain K₁ K K₂ R₀ w u T R) (j : ℕ) :
    T j = (1 - refl K K₂) * (1 - refl K₁ K) * (refl K K₁ * refl K K₂) ^ j ∧
    R j = (1 - refl K K₁) * refl K K₂ * (1 - refl K₁ K) *
      (refl K K₁ * refl K K₂) ^ j := by
  have hu : ∀ j, u j = refl K K₂ * w j := fun j => ((junction_iff h h₂).1 (P.right j)).1
  -- one round trip multiplies the pulse by both internal reflection coefficients
  have hw : ∀ j, w j = (1 - refl K₁ K) * (refl K K₁ * refl K K₂) ^ j := by
    intro j
    induction j with
    | zero =>
      rw [((junction_iff h₁ h).1 P.entry).2, pow_zero]
    | succ j ih =>
      rw [((junction_iff h h₁).1 (P.left j)).1, hu, ih, pow_succ]
      ring
  constructor
  · rw [((junction_iff h h₂).1 (P.right j)).2, hw]
    ring
  · rw [((junction_iff h h₁).1 (P.left j)).2, hu, hw]
    ring

/-- For positive Luttinger parameters, the total transmitted charge is `2 K₂ / (K₁ + K₂)` and the
total reflected charge is that of a direct junction between the leads: the wire drops out. -/
theorem total_charges (h₁ : 0 < K₁) (h : 0 < K) (h₂ : 0 < K₂)
    (P : PulseTrain K₁ K K₂ R₀ w u T R) :
    HasSum T (2 * K₂ / (K₁ + K₂)) ∧ HasSum R (refl K₁ K₂ - R₀) := by
  have hq : |refl K K₁ * refl K K₂| < 1 := by
    have ha := abs_refl_lt_one h h₁
    have hb := abs_refl_lt_one h h₂
    rw [abs_mul]
    nlinarith [mul_nonneg (abs_nonneg (refl K K₂)) (sub_nonneg.2 ha.le)]
  have hR₀ : R₀ = refl K₁ K := by
    rw [((junction_iff h₁ h).1 P.entry).1, mul_one]
  have ha : K₁ + K ≠ 0 := (add_pos h₁ h).ne'
  have ha' : K + K₁ ≠ 0 := (add_pos h h₁).ne'
  have hb : K + K₂ ≠ 0 := (add_pos h h₂).ne'
  have hc : K₁ + K₂ ≠ 0 := (add_pos h₁ h₂).ne'
  -- the denominator of the geometric series
  have hd : 1 - refl K K₁ * refl K K₂ =
      2 * K * (K₁ + K₂) / ((K₁ + K) * (K + K₂)) := by
    unfold refl
    rw [add_comm K K₁]
    field_simp
    ring
  have geo := hasSum_geometric_of_abs_lt_one hq
  rw [hd] at geo
  constructor
  · rw [funext fun j => (pulse_charges h₁ h h₂ P j).1]
    have e : 2 * K₂ / (K₁ + K₂) = (1 - refl K K₂) * (1 - refl K₁ K) *
        (2 * K * (K₁ + K₂) / ((K₁ + K) * (K + K₂)))⁻¹ := by
      unfold refl
      field_simp
      ring
    rw [e]
    exact geo.mul_left _
  · rw [funext fun j => (pulse_charges h₁ h h₂ P j).2, hR₀]
    have e : refl K₁ K₂ - refl K₁ K =
        (1 - refl K K₁) * refl K K₂ * (1 - refl K₁ K) *
        (2 * K * (K₁ + K₂) / ((K₁ + K) * (K + K₂)))⁻¹ := by
      rw [refl_swap K₁ K]
      unfold refl
      field_simp
      ring
    rw [e]
    exact geo.mul_left _

/-- With noninteracting leads and `K > 0`, the pulses are `(1 - r²) r^(2j)` in transmission, and
`r` followed by `-r (1 - r²) r^(2j)` in reflection, where `r = (1 - K) / (1 + K)`. -/
theorem noninteracting_pulses (h : 0 < K) (P : PulseTrain 1 K 1 R₀ w u T R)
    {r : ℝ} (hr : r = (1 - K) / (1 + K)) :
    R₀ = r ∧ ∀ j, T j = (1 - r ^ 2) * r ^ (2 * j) ∧
      R j = -r * (1 - r ^ 2) * r ^ (2 * j) := by
  have hr' : refl 1 K = r := hr.symm
  have hs : refl K 1 = -r := by rw [refl_swap, hr']
  refine ⟨by rw [((junction_iff one_pos h).1 P.entry).1, hr', mul_one], fun j => ?_⟩
  have hp := pulse_charges one_pos h one_pos P j
  have hsq : -r * -r = r ^ 2 := by ring
  rw [hr', hs, hsq, ← pow_mul] at hp
  exact ⟨by rw [hp.1]; ring, by rw [hp.2]; ring⟩

/-- With noninteracting leads, a unit charge is transmitted in full for every `K > 0`: with
`r = (1 - K) / (1 + K)`, the first `n` transmitted pulses sum to `1 - r^(2n)`, all of them sum to
`1`, and the later reflected pulses sum to `-r`, cancelling the first one, `r`. -/
theorem unit_dc_transmission (h : 0 < K) (P : PulseTrain 1 K 1 R₀ w u T R)
    {r : ℝ} (hr : r = (1 - K) / (1 + K)) :
    (∀ n, ∑ j ∈ range n, T j = 1 - r ^ (2 * n)) ∧ HasSum T 1 ∧
      R₀ = r ∧ HasSum R (-r) := by
  obtain ⟨h₀, hp⟩ := noninteracting_pulses h P hr
  obtain ⟨hT, hR⟩ := total_charges one_pos h one_pos P
  refine ⟨fun n => ?_, ?_, h₀, ?_⟩
  · -- the finite sum telescopes
    induction n with
    | zero => simp
    | succ n ih =>
      rw [sum_range_succ, ih, (hp n).1]
      ring
  · convert hT using 1
    norm_num
  · convert hR using 1
    rw [h₀]
    simp [refl]

/-- For every `K > 0` and noninteracting leads, these explicit pulses satisfy all the matching
conditions. -/
theorem pulseTrain_witness (h : 0 < K) :
    PulseTrain 1 K 1 (refl 1 K)
      (fun j => (1 - refl 1 K) * refl 1 K ^ (2 * j))
      (fun j => -refl 1 K * (1 - refl 1 K) * refl 1 K ^ (2 * j))
      (fun j => (1 - refl 1 K ^ 2) * refl 1 K ^ (2 * j))
      (fun j => -refl 1 K * (1 - refl 1 K ^ 2) * refl 1 K ^ (2 * j)) := by
  refine ⟨(junction_iff one_pos h).2 ⟨by ring, by simp⟩, fun j => ?_, fun j => ?_⟩
  · rw [junction_iff h one_pos, refl_swap 1 K]
    constructor <;> ring
  · rw [junction_iff h one_pos, refl_swap 1 K]
    constructor <;> ring

end

end PlasmonPulses
```

```lean
#print axioms PlasmonPulses.unit_dc_transmission
```

```
'PlasmonPulses.unit_dc_transmission' depends on axioms: [propext, Classical.choice, Quot.sound]
```

## From the matching conditions to the sums in Lean

`junction_iff` solves the two linear equations: it clears denominators, and `linear_combination` performs the elimination. `refl_swap` supplies the sign change on reversing direction, and `abs_refl_lt_one` bounds the coefficient.

`pulse_charges` first obtains uⱼ from wⱼ, then finds wⱼ by induction on the round trips. The formulas for `T j` and `R j` follow from the transmission at each junction.

In `total_charges`, `nlinarith` shows that the product of the two internal coefficients has modulus below 1. The step `hd` computes the denominator 1 + ab, Mathlib's geometric series gives the sum, and `field_simp` with `ring` reduces the prefactors to the lead parameters.

`noninteracting_pulses` specialises the formulas to a = r and b = −r. `unit_dc_transmission` proves the finite sum by induction, adding one telescoping term at a time, and takes the infinite sums from `total_charges`.

Finally, `pulseTrain_witness` checks explicit pulses against every matching condition, so for each K > 0 there is a pulse train to which the main theorem applies.
